# In kinetic balance, the hydrogenic 2p₁/₂ density at the nucleus is 3(Z/c)²/16 of the non-relativistic 2s density

## Orbitals, units and the balance relation

In atomic units, let $Z>0$ be the nuclear charge, $c$ the speed of light (so $1/c=\alpha$, the fine-structure constant) and $r$ the distance from the nucleus. The non-relativistic radial functions of 2s and 2p are

$$R_{20}=\frac{Z^{3/2}}{\sqrt2}\Bigl(1-\frac{Zr}{2}\Bigr)e^{-Zr/2},\qquad R_{21}=\frac{Z^{5/2}}{2\sqrt6}\,r\,e^{-Zr/2}.$$

A four-component orbital has a large radial component $P$ and a small one $Q$. Its density averaged over angles is $(P^2+Q^2)/(4\pi r^2)$; the factor $1/(4\pi)$ is common to all orbitals and is left out below, since it cancels in the ratios. Take $P=rR_{21}$ and define $Q$ by kinetic balance,

$$2cQ=P'+\frac{\kappa P}{r}\qquad(r>0),$$

where $\kappa=1$ labels 2p₁/₂ and $\kappa=-2$ labels 2p₃/₂. This relation comes from the radial Dirac equation when the energy, counted from the rest energy $c^2$, and the potential are neglected beside $2c^2$. Near a point nucleus the potential diverges, so the limit below belongs to the balanced model and not to the exact Dirac orbital. $P$ is normalized by itself; the pair $(P,Q)$ is not renormalized. The 2s density used for comparison is the non-relativistic $R_{20}^2$. It omits the small component that kinetic balance with $\kappa=-1$ would give 2s, which would multiply the 2s density at the nucleus by $1+(Z/2c)^2$.

## The limit by hand

Both radial functions are normalized with weight $r^2$. With $\int_0^\infty r^k e^{-ar}\,dr=k!/a^{k+1}$ for $a>0$,

$$\int_0^\infty R_{20}^2r^2\,dr=\frac{Z^3}{2}\Bigl(\frac{2}{Z^3}-Z\,\frac{6}{Z^4}+\frac{Z^2}{4}\,\frac{24}{Z^5}\Bigr)=1,\qquad \int_0^\infty R_{21}^2r^2\,dr=\frac{Z^5}{24}\cdot\frac{24}{Z^5}=1.$$

Now write $P=r^2g$ with $g=\frac{Z^{5/2}}{2\sqrt6}e^{-Zr/2}$. Then $P'=2rg+r^2g'$, and the balance relation gives

$$\frac{Q}{r}=\frac{(2+\kappa)g+rg'}{2c}\;\longrightarrow\;\frac{(2+\kappa)\,g(0)}{2c}\qquad(r\to0^+).$$

Since $g(0)^2=Z^5/24$ and $R_{20}(0)^2=Z^3/2$,

$$\frac{(Q/r)^2}{R_{20}^2}\;\longrightarrow\;\frac{(2+\kappa)^2\,Z^5/24}{4c^2\,Z^3/2}=\frac{(2+\kappa)^2}{48}\Bigl(\frac Zc\Bigr)^2.$$

For $\kappa=1$ this is $3(Z/c)^2/16$; for $\kappa=-2$ it is zero. The large component $P/r=R_{21}$ vanishes at the nucleus, so the small component supplies the whole 2p₁/₂ density there. For the p₁/₂ and s orbitals of a shell with principal quantum number $n\ge2$, the same calculation gives $(n^2-1)/(4n^2)$ in place of $3/16$; only $n=2$ is proved here.

For $Z=80$ and $c\approx137$, $Z/c\approx0.584$ and $(Z/c)^2\approx0.341$. The ratio is then $0.1875\times0.341\approx0.064$: in this one-electron model, the 2p₁/₂ density at the nucleus is about 6% of the non-relativistic 2s density there.

## The same step in a Gaussian basis

In a four-component calculation with restricted kinetic balance, each large-component basis function generates its small-component partner. A p-type Gaussian with exponent $\zeta$ has $P=r^2e^{-\zeta r^2}$. For $\kappa=1$ its partner satisfies $Q/r\propto(3-2\zeta r^2)e^{-\zeta r^2}$, which is non-zero at the nucleus; for $\kappa=-2$ it satisfies $Q/r\propto r^2e^{-\zeta r^2}$, which vanishes there. When the program evaluates the electron density at the nucleus, p₁/₂ orbitals therefore contribute through their small components.

## The definitions in Lean

```lean
import Mathlib

open MeasureTheory Set Filter Topology

namespace SmallComponentAtNucleus

noncomputable section
```

The two radial functions are real functions of `Z` and `r`, with half-integer powers taken as real powers.

```lean
/-- Radial function of the hydrogenic 2s orbital with nuclear charge `Z`. -/
def R20 (Z r : ℝ) : ℝ := Z ^ (3 / 2 : ℝ) * (1 - Z * r / 2) * Real.exp (-Z * r / 2) / √2

/-- Radial function of the hydrogenic 2p orbital with nuclear charge `Z`. -/
def R21 (Z r : ℝ) : ℝ := Z ^ (5 / 2 : ℝ) * r * Real.exp (-Z * r / 2) / (2 * √6)
```

Kinetic balance is a relation between two given functions, imposed only at positive radii. It leaves `Q` unconstrained at the origin, which does not affect a limit from the right.

```lean
/-- Kinetic balance at speed of light `c`: the large component `P` and the small component `Q`
obey `2 c Q = P' + κ P / r` at every radius `r > 0`. -/
def KineticBalance (c κ : ℝ) (P Q : ℝ → ℝ) : Prop :=
  ∀ r, 0 < r → 2 * c * Q r = deriv P r + κ * P r / r
```

## Normalization

The squared prefactors become integer powers of $Z$ by adding exponents.

```lean
/-- Squares of the half-integer powers of a positive nuclear charge. -/
theorem rpow_half_sq {Z : ℝ} (hZ : 0 < Z) :
    (Z ^ (3 / 2 : ℝ)) ^ 2 = Z ^ 3 ∧ (Z ^ (5 / 2 : ℝ)) ^ 2 = Z ^ 5 := by
  constructor
  · rw [sq, ← Real.rpow_add hZ]; norm_num
  · rw [sq, ← Real.rpow_add hZ]; norm_num
```

The next lemma evaluates the three integrals needed above in one linear combination. Inside it, `T` obtains $k!/a^{k+1}$ from Mathlib's Gamma-function integral. Integrability follows from that value: Lean assigns zero to the integral of a non-integrable function, and this one is positive. The auxiliary statement `add` then joins the terms.

```lean
/-- Radial integral over `(0, ∞)` of a combination of `r ^ 2`, `r ^ 3` and `r ^ 4` times
`exp (-a r)`, for `a > 0`. -/
theorem integral_poly_exp {a : ℝ} (ha : 0 < a) (b₀ b₁ b₂ : ℝ) :
    (∫ r in Ioi (0 : ℝ), (b₀ * (r ^ 2 * Real.exp (-(a * r))) + b₁ * (r ^ 3 * Real.exp (-(a * r)))
      + b₂ * (r ^ 4 * Real.exp (-(a * r)))))
    = b₀ * (2 / a ^ 3) + b₁ * (6 / a ^ 4) + b₂ * (24 / a ^ 5) := by
  -- each power is integrable, with a Gamma-function value
  have T : ∀ (k : ℕ) (m b : ℝ), (k.factorial : ℝ) = m →
      IntegrableOn (fun r : ℝ => b * (r ^ k * Real.exp (-(a * r)))) (Ioi 0) ∧
      (∫ r in Ioi (0 : ℝ), b * (r ^ k * Real.exp (-(a * r)))) = b * (m / a ^ (k + 1)) := by
    intro k m b hm
    have h := Real.integral_rpow_mul_exp_neg_mul_Ioi (show (0 : ℝ) < (k : ℝ) + 1 by positivity) ha
    rw [add_sub_cancel_right, Real.Gamma_nat_eq_factorial,
      show (k : ℝ) + 1 = ((k + 1 : ℕ) : ℝ) by push_cast; rfl] at h
    simp only [Real.rpow_natCast] at h
    have h' : (∫ r in Ioi (0 : ℝ), r ^ k * Real.exp (-(a * r)))
        = (k.factorial : ℝ) / a ^ (k + 1) := by
      rw [h, one_div, inv_pow, div_eq_mul_inv, mul_comm]
    have hpos : 0 < (k.factorial : ℝ) / a ^ (k + 1) := by positivity
    have hi : IntegrableOn (fun r : ℝ => r ^ k * Real.exp (-(a * r))) (Ioi 0) := by
      by_contra hn
      exact absurd (h'.symm.trans (integral_undef hn)) hpos.ne'
    exact ⟨hi.const_mul b, by rw [integral_const_mul, h', hm]⟩
  have add : ∀ (f g : ℝ → ℝ) (A B : ℝ),
      (IntegrableOn f (Ioi 0) ∧ (∫ r in Ioi (0 : ℝ), f r) = A) →
      (IntegrableOn g (Ioi 0) ∧ (∫ r in Ioi (0 : ℝ), g r) = B) →
      (IntegrableOn (fun r => f r + g r) (Ioi 0) ∧
        (∫ r in Ioi (0 : ℝ), (f r + g r)) = A + B) :=
    fun f g A B hf hg => ⟨hf.1.add hg.1, by rw [integral_add hf.1 hg.1, hf.2, hg.2]⟩
  exact (add _ _ _ _ (add _ _ _ _
    (T 2 2 b₀ (by norm_num [Nat.factorial])) (T 3 6 b₁ (by norm_num [Nat.factorial])))
    (T 4 24 b₂ (by norm_num [Nat.factorial]))).2
```

For each orbital, `e` expands the squared function times $r^2$ into powers of $r$ times $e^{-Zr}$. The integral lemma applies, and `field_simp` and `ring` finish the sum.

```lean
/-- For `Z > 0` the 2s and 2p radial functions are normalized with weight `r ^ 2`. -/
theorem normalized_two {Z : ℝ} (hZ : 0 < Z) :
    (∫ r in Ioi (0 : ℝ), R20 Z r ^ 2 * r ^ 2) = 1 ∧
    (∫ r in Ioi (0 : ℝ), R21 Z r ^ 2 * r ^ 2) = 1 := by
  obtain ⟨h3, h5⟩ := rpow_half_sq hZ
  have s2 : (√2) ^ 2 = (2 : ℝ) := Real.sq_sqrt (by norm_num)
  have s6 : (√6) ^ 2 = (6 : ℝ) := Real.sq_sqrt (by norm_num)
  have hE : ∀ r, Real.exp (-Z * r / 2) ^ 2 = Real.exp (-(Z * r)) := fun r => by
    rw [sq, ← Real.exp_add]; congr 1; ring
  constructor
  · have e : ∀ r, R20 Z r ^ 2 * r ^ 2 = Z ^ 3 / 2 * (r ^ 2 * Real.exp (-(Z * r)))
        + -Z ^ 4 / 2 * (r ^ 3 * Real.exp (-(Z * r)))
        + Z ^ 5 / 8 * (r ^ 4 * Real.exp (-(Z * r))) := fun r => by
      calc R20 Z r ^ 2 * r ^ 2 = (Z ^ (3 / 2 : ℝ)) ^ 2 * Real.exp (-Z * r / 2) ^ 2 / (√2) ^ 2
            * ((1 - Z * r / 2) ^ 2 * r ^ 2) := by simp only [R20]; ring
        _ = _ := by rw [h3, hE, s2]; ring
    simp only [e]
    rw [integral_poly_exp hZ]
    field_simp
    ring
  · have e : ∀ r, R21 Z r ^ 2 * r ^ 2 = 0 * (r ^ 2 * Real.exp (-(Z * r)))
        + 0 * (r ^ 3 * Real.exp (-(Z * r)))
        + Z ^ 5 / 24 * (r ^ 4 * Real.exp (-(Z * r))) := fun r => by
      calc R21 Z r ^ 2 * r ^ 2 = (Z ^ (5 / 2 : ℝ)) ^ 2 * Real.exp (-Z * r / 2) ^ 2 / (√6) ^ 2
            * (r ^ 4 / 4) := by simp only [R21]; ring
        _ = _ := by rw [h5, hE, s6]; ring
    simp only [e]
    rw [integral_poly_exp hZ]
    field_simp
    ring
```

## The small component near the nucleus

The limit of $Q/r$ holds for any continuously differentiable `g`, any real `κ` and any non-zero `c`. The notation `𝓝[>] 0` means $r\to0^+$. The proof first takes the limit of the continuous expression $((2+\kappa)g+rg')/(2c)$. It then shows that this expression equals $Q/r$ for $r>0$: `hder` is the product rule, and `linear_combination` solves the balance relation.

```lean
/-- If `P = r ^ 2 g` with `g` continuously differentiable, and `c ≠ 0`, then the kinetically
balanced small component satisfies `Q / r → (2 + κ) g(0) / (2 c)` at the nucleus. -/
theorem small_div_r_tendsto {c κ : ℝ} {g P Q : ℝ → ℝ} (hc : c ≠ 0) (hg : ContDiff ℝ 1 g)
    (hP : ∀ r, P r = r ^ 2 * g r) (hQ : KineticBalance c κ P Q) :
    Tendsto (fun r => Q r / r) (𝓝[>] 0) (𝓝 ((2 + κ) * g 0 / (2 * c))) := by
  obtain ⟨hd, hcont⟩ := contDiff_one_iff_deriv.1 hg
  have hcts : Continuous (fun r => ((2 + κ) * g r + r * deriv g r) / (2 * c)) :=
    ((continuous_const.mul hg.continuous).add (continuous_id.mul hcont)).div_const _
  have hlim := (hcts.tendsto 0).mono_left (nhdsWithin_le_nhds (s := Ioi 0))
  simp only [zero_mul, add_zero] at hlim
  refine hlim.congr' ?_
  filter_upwards [self_mem_nhdsWithin] with r hr
  have hr0 : (0 : ℝ) < r := hr
  have hder : deriv P r = 2 * r * g r + r ^ 2 * deriv g r := by
    have h := (hasDerivAt_pow 2 r).fun_mul (hd r).hasDerivAt
    rw [show P = fun x => x ^ 2 * g x from funext hP, h.deriv]
    norm_num
  -- solve the balance relation for Q / r
  have h := hQ r hr0
  have hx : κ * (r ^ 2 * g r) / r = κ * r * g r := by field_simp
  rw [hder, hP, hx] at h
  rw [div_eq_div_iff (mul_ne_zero two_ne_zero hc) hr0.ne']
  linear_combination -h
```

Squaring and dividing by the square of a continuous function `S` gives the density ratio. The condition `S 0 ≠ 0` allows the quotient of limits to be taken.

```lean
/-- Limit at the nucleus of the small-component density of `P = r ^ 2 g` relative to the density
of a continuous radial function `S` with `S(0) ≠ 0`, for `g` continuously differentiable, `c ≠ 0`
and `Q` in kinetic balance with `P`. -/
theorem density_ratio_tendsto {c κ : ℝ} {g P Q S : ℝ → ℝ} (hc : c ≠ 0) (hg : ContDiff ℝ 1 g)
    (hP : ∀ r, P r = r ^ 2 * g r) (hQ : KineticBalance c κ P Q)
    (hS : Continuous S) (hS0 : S 0 ≠ 0) :
    Tendsto (fun r => (Q r / r) ^ 2 / S r ^ 2) (𝓝[>] 0)
      (𝓝 ((2 + κ) ^ 2 * g 0 ^ 2 / (4 * c ^ 2 * S 0 ^ 2))) := by
  have h1 := small_div_r_tendsto hc hg hP hQ
  have h2 := (hS.tendsto 0).mono_left (nhdsWithin_le_nhds (s := Ioi 0))
  rw [show (2 + κ) ^ 2 * g 0 ^ 2 / (4 * c ^ 2 * S 0 ^ 2)
    = ((2 + κ) * g 0 / (2 * c)) ^ 2 / S 0 ^ 2 by ring]
  exact (h1.pow 2).div (h2.pow 2) (pow_ne_zero 2 hS0)
```

## The two 2p cases

In the main theorem, `Q` belongs to $\kappa=1$ and `Q'` to $\kappa=-2$, both with the large component $rR_{21}$. The proof supplies $g$ in `hP` and the squared values at the nucleus in `hg0` and `hs0`. The first limit then reduces to the arithmetic done by hand, and in the second the factor $(2+\kappa)^2$ is zero.

```lean
/-- For `Z > 0` and `c ≠ 0`, the kinetically balanced small-component density of 2p with `κ = 1`,
relative to the non-relativistic 2s density `R20 ^ 2`, tends to `3 (Z / c) ^ 2 / 16` at the nucleus;
with `κ = -2` it tends to zero. -/
theorem two_p_density_ratio {Z c : ℝ} (hZ : 0 < Z) (hc : c ≠ 0) {Q Q' : ℝ → ℝ}
    (hQ : KineticBalance c 1 (fun r => r * R21 Z r) Q)
    (hQ' : KineticBalance c (-2) (fun r => r * R21 Z r) Q') :
    Tendsto (fun r => (Q r / r) ^ 2 / R20 Z r ^ 2) (𝓝[>] 0) (𝓝 (3 * (Z / c) ^ 2 / 16)) ∧
    Tendsto (fun r => (Q' r / r) ^ 2 / R20 Z r ^ 2) (𝓝[>] 0) (𝓝 0) := by
  obtain ⟨h3, h5⟩ := rpow_half_sq hZ
  have hg : ContDiff ℝ 1 (fun r : ℝ => Z ^ (5 / 2 : ℝ) / (2 * √6) * Real.exp (-Z * r / 2)) := by
    fun_prop
  have hP : ∀ r, (fun r => r * R21 Z r) r
      = r ^ 2 * (fun r : ℝ => Z ^ (5 / 2 : ℝ) / (2 * √6) * Real.exp (-Z * r / 2)) r := by
    intro r; simp only [R21]; ring
  have hS : Continuous (fun r => R20 Z r) := by simp only [R20]; fun_prop
  -- values at the nucleus
  have hg0 : (Z ^ (5 / 2 : ℝ) / (2 * √6) * Real.exp (-Z * 0 / 2)) ^ 2 = Z ^ 5 / 24 := by
    simp only [mul_zero, zero_div, Real.exp_zero, mul_one, div_pow, mul_pow, h5]
    rw [Real.sq_sqrt (by norm_num : (0 : ℝ) ≤ 6)]; ring
  have hs0 : R20 Z 0 ^ 2 = Z ^ 3 / 2 := by
    simp only [R20, mul_zero, zero_div, sub_zero, Real.exp_zero, mul_one, div_pow, h3]
    rw [Real.sq_sqrt (by norm_num : (0 : ℝ) ≤ 2)]
  have hne : R20 Z 0 ≠ 0 := by
    intro h
    have := pow_pos hZ 3
    rw [h] at hs0
    linarith
  constructor
  · have e : 3 * (Z / c) ^ 2 / 16
        = (2 + 1) ^ 2 * (Z ^ 5 / 24) / (4 * c ^ 2 * (Z ^ 3 / 2)) := by
      field_simp
      ring
    rw [e, ← hg0, ← hs0]
    exact density_ratio_tendsto hc hg hP hQ hS hne
  · have h := density_ratio_tendsto hc hg hP hQ' hS hne
    rw [show (2 + (-2 : ℝ)) ^ 2 = 0 by norm_num, zero_mul, zero_div] at h
    exact h
```

An explicit small component for 2p₁/₂ is

$$Q=\frac{Z^{5/2}}{2\sqrt6}\,\frac{3r-Zr^2/2}{2c}\,e^{-Zr/2}.$$

The last theorem verifies that it satisfies the balance relation, by differentiating $rR_{21}$ and adding $R_{21}$.

```lean
/-- For `c ≠ 0`, an explicit small component in kinetic balance with the 2p large component
at `κ = 1`. -/
theorem kineticBalance_witness (Z : ℝ) {c : ℝ} (hc : c ≠ 0) :
    KineticBalance c 1 (fun r => r * R21 Z r) (fun r =>
      Z ^ (5 / 2 : ℝ) / (2 * √6) * (3 * r - Z * r ^ 2 / 2) * Real.exp (-Z * r / 2) / (2 * c)) := by
  intro r hr
  have he : HasDerivAt (fun x : ℝ => Real.exp (-Z * x / 2))
      (Real.exp (-Z * r / 2) * (-Z / 2)) r := by
    have h := (((hasDerivAt_id' r).const_mul (-Z)).div_const 2).exp
    simpa only [mul_one] using h
  have hd : HasDerivAt (fun x => x * R21 Z x)
      (Z ^ (5 / 2 : ℝ) / (2 * √6) * (2 * r - Z * r ^ 2 / 2) * Real.exp (-Z * r / 2)) r := by
    have h := (((hasDerivAt_id' r).fun_mul (hasDerivAt_id' r)).fun_mul he).const_mul
      (Z ^ (5 / 2 : ℝ) / (2 * √6))
    have hf : (fun x => x * R21 Z x)
        = fun y => Z ^ (5 / 2 : ℝ) / (2 * √6) * (y * y * Real.exp (-Z * y / 2)) := by
      funext x
      simp only [R21]
      ring
    rw [hf]
    exact h.congr_deriv (by ring)
  have hx : 1 * (r * R21 Z r) / r = R21 Z r := by field_simp
  have hq : ∀ X : ℝ, 2 * c * (X / (2 * c)) = X := fun X => by field_simp
  change 2 * c * (_ / (2 * c)) = deriv (fun x => x * R21 Z x) r + 1 * (r * R21 Z r) / r
  rw [hd.deriv, hx, hq]
  simp only [R21]
  ring

end

end SmallComponentAtNucleus
```

```lean
#print axioms SmallComponentAtNucleus.normalized_two
#print axioms SmallComponentAtNucleus.two_p_density_ratio
```

```
'SmallComponentAtNucleus.normalized_two' depends on axioms: [propext, Classical.choice, Quot.sound]
'SmallComponentAtNucleus.two_p_density_ratio' depends on axioms: [propext, Classical.choice, Quot.sound]
```
